# A factor of cos θ shifts the angular momentum l by one, up or down, in axial Legendre integrals

With t = cos θ, the theorem `axialIntegral_step` concerns the integral over [-1, 1] of a power of t times two Legendre polynomials, of degrees l and m. The polynomials are unnormalised: R_n is the n-th derivative of (t² − 1)^n, which is 2^n n! times the usual P_n. The theorem says that 2(2l + 3) times the integral of t^(a+1) R_(l+1) R_m equals the integral of t^a R_(l+2) R_m plus 4(l + 1)² times that of t^a R_l R_m, for all natural numbers a, l and m. The proof tries to bring the constants inside the integrals, merge the two on the right into one, and then compare integrands by the three-term recurrence `legendreR_recurrence`.

This version doesn't compile in Lean 4 with Mathlib:

```lean
import Mathlib

open Polynomial

namespace SemilocalAxialSelection

noncomputable section

/-- The unnormalised Legendre polynomial: the `n`-th derivative of `(t^2 - 1)^n`. -/
def legendreR (n : ℕ) : ℝ[X] := derivative^[n] ((X ^ 2 - 1) ^ n)

/-- The axial integral of `t^a R_l(t) R_m(t)` over `[-1, 1]`. -/
def axialIntegral (a l m : ℕ) : ℝ :=
  ∫ t in (-1 : ℝ)..1, t ^ a * (legendreR l).eval t * (legendreR m).eval t

private lemma derivative_u_pow (k : ℕ) : derivative ((X ^ 2 - 1 : ℝ[X]) ^ (k + 1)) =
    ((k : ℝ[X]) + 1) * (2 * X * (X ^ 2 - 1) ^ k) := by
  have hu : derivative (X ^ 2 - 1 : ℝ[X]) = 2 * X := by
    rw [pow_two, derivative_sub, derivative_mul, derivative_X, derivative_one]; ring
  induction k with
  | zero => simp only [zero_add, pow_one, pow_zero, hu, Nat.cast_zero]; ring
  | succ k ih =>
    rw [pow_succ (X ^ 2 - 1 : ℝ[X]) (k + 1), derivative_mul, ih, hu]; push_cast; ring

private lemma iterate_lin (k c d : ℕ) (f g : ℝ[X]) :
    derivative^[k] ((c : ℝ[X]) * f + (d : ℝ[X]) * g) =
      (c : ℝ[X]) * derivative^[k] f + (d : ℝ[X]) * derivative^[k] g := by
  induction k with
  | zero => rfl
  | succ k ih =>
    simp only [Function.iterate_succ_apply', ih, derivative_add, derivative_mul,
      derivative_natCast, zero_mul, zero_add]

private lemma iterate_X_mul (n : ℕ) (f : ℝ[X]) : derivative^[n + 1] (X * f) =
    X * derivative^[n + 1] f + ((n : ℝ[X]) + 1) * derivative^[n] f := by
  induction n with
  | zero =>
    simp only [zero_add, Function.iterate_one, Function.iterate_zero, id_eq, derivative_mul,
      derivative_X, Nat.cast_zero]
    ring
  | succ n ih =>
    have h0 : derivative^[n + 1 + 1] (X * f) = derivative (derivative^[n + 1] (X * f)) :=
      Function.iterate_succ_apply' _ _ _
    have h1 : derivative^[n + 1 + 1] f = derivative (derivative^[n + 1] f) :=
      Function.iterate_succ_apply' _ _ _
    have h2 : derivative^[n + 1] f = derivative (derivative^[n] f) :=
      Function.iterate_succ_apply' _ _ _
    rw [h0, ih, h1]
    simp only [derivative_add, derivative_mul, derivative_X, derivative_natCast, derivative_one]
    rw [← h2]
    push_cast
    ring

/-- Multiplication by `t` couples `R_(n+1)` to its two neighbours `R_(n+2)` and `R_n`. -/
theorem legendreR_recurrence (n : ℕ) :
    2 * (2 * (n : ℝ[X]) + 3) * (X * legendreR (n + 1)) =
      legendreR (n + 2) + 4 * ((n : ℝ[X]) + 1) ^ 2 * legendreR n := by
  have e1 : derivative ((X ^ 2 - 1 : ℝ[X]) ^ (n + 2)) =
      ((2 * (n + 2) : ℕ) : ℝ[X]) * (X * (X ^ 2 - 1) ^ (n + 1)) + ((0 : ℕ) : ℝ[X]) * 0 :=
    (derivative_u_pow (n + 1)).trans (by push_cast; ring)
  have e2 : derivative (X * (X ^ 2 - 1 : ℝ[X]) ^ (n + 1)) =
      ((2 * n + 3 : ℕ) : ℝ[X]) * (X ^ 2 - 1) ^ (n + 1)
        + ((2 * (n + 1) : ℕ) : ℝ[X]) * (X ^ 2 - 1) ^ n := by
    rw [derivative_mul, derivative_X, derivative_u_pow]; push_cast; ring
  have hA : derivative^[n + 2] ((X ^ 2 - 1 : ℝ[X]) ^ (n + 2)) =
      2 * ((n : ℝ[X]) + 2) * derivative^[n + 1] (X * (X ^ 2 - 1) ^ (n + 1)) := by
    calc _ = derivative^[n + 1] (derivative ((X ^ 2 - 1 : ℝ[X]) ^ (n + 2))) :=
          Function.iterate_succ_apply _ _ _
      _ = _ := by rw [e1, iterate_lin]; push_cast; ring
  have hB : derivative^[n + 1] (X * (X ^ 2 - 1 : ℝ[X]) ^ (n + 1)) =
      (2 * (n : ℝ[X]) + 3) * derivative^[n] ((X ^ 2 - 1) ^ (n + 1))
        + 2 * ((n : ℝ[X]) + 1) * derivative^[n] ((X ^ 2 - 1) ^ n) := by
    calc _ = derivative^[n] (derivative (X * (X ^ 2 - 1 : ℝ[X]) ^ (n + 1))) :=
          Function.iterate_succ_apply _ _ _
      _ = _ := by rw [e2, iterate_lin]; push_cast; ring
  have hL := iterate_X_mul n ((X ^ 2 - 1 : ℝ[X]) ^ (n + 1))
  unfold legendreR
  -- eliminate the n-th derivative of (X^2-1)^(n+1) between the two expressions
  linear_combination (-1 : ℝ[X]) * hA - 2 * (2 * (n : ℝ[X]) + 3) * hL
    + 2 * ((n : ℝ[X]) + 1) * hB

/-- One power of `t` is traded for a step of the channel `l + 1` up or down. -/
theorem axialIntegral_step (a l m : ℕ) :
    2 * (2 * (l : ℝ) + 3) * axialIntegral (a + 1) (l + 1) m =
      axialIntegral a (l + 2) m + 4 * ((l : ℝ) + 1) ^ 2 * axialIntegral a l m := by
  have hc : ∀ j : ℕ, Continuous fun t : ℝ =>
      t ^ a * (legendreR j).eval t * (legendreR m).eval t := fun j =>
    ((continuous_pow a).mul (legendreR j).continuous).mul (legendreR m).continuous
  unfold axialIntegral
  rw [← intervalIntegral.integral_const_mul, ← intervalIntegral.integral_const_mul,
    ← intervalIntegral.integral_add ((hc (l + 2)).intervalIntegrable _ _)
      ((continuous_const.mul (hc l)).intervalIntegrable _ _)]
  refine intervalIntegral.integral_congr fun t _ => ?_
  beta_reduce
  have h := congrArg (eval t) (legendreR_recurrence l)
  simp only [eval_mul, eval_add, eval_pow, eval_X, eval_natCast, eval_ofNat, eval_one] at h
  linear_combination (t ^ a * (legendreR m).eval t) * h

end

end SemilocalAxialSelection
```

The error:

```
Main.lean:91:4: error: Tactic `rewrite` failed: Did not find an occurrence of the pattern
  ∫ (x : ℝ) in ?m.184..?m.185, x ^ a * eval x (legendreR (l + 2)) * eval x (legendreR m) ∂?m.181 +
    ∫ (x : ℝ) in ?m.184..?m.185,
      ((fun x => ?m.170) * fun t => t ^ a * eval t (legendreR l) * eval t (legendreR m)) x ∂?m.181
in the target expression
  ∫ (x : ℝ) in -1..1, 2 * (2 * ↑l + 3) * (x ^ (a + 1) * eval x (legendreR (l + 1)) * eval x (legendreR m)) =
    (∫ (t : ℝ) in -1..1, t ^ a * eval t (legendreR (l + 2)) * eval t (legendreR m)) +
      ∫ (x : ℝ) in -1..1, 4 * (↑l + 1) ^ 2 * (x ^ a * eval x (legendreR l) * eval x (legendreR m))

a l m : ℕ
hc : ∀ (j : ℕ), Continuous fun t => t ^ a * eval t (legendreR j) * eval t (legendreR m)
⊢ ∫ (x : ℝ) in -1..1, 2 * (2 * ↑l + 3) * (x ^ (a + 1) * eval x (legendreR (l + 1)) * eval x (legendreR m)) =
    (∫ (t : ℝ) in -1..1, t ^ a * eval t (legendreR (l + 2)) * eval t (legendreR m)) +
      ∫ (x : ℝ) in -1..1, 4 * (↑l + 1) ^ 2 * (x ^ a * eval x (legendreR l) * eval x (legendreR m))
```

Lean accepts the file once it reads:

```diff
@@ -87,10 +87,11 @@
       t ^ a * (legendreR j).eval t * (legendreR m).eval t := fun j =>
     ((continuous_pow a).mul (legendreR j).continuous).mul (legendreR m).continuous
+  have hd : Continuous fun t : ℝ => 4 * ((l : ℝ) + 1) ^ 2 *
+      (t ^ a * (legendreR l).eval t * (legendreR m).eval t) := continuous_const.mul (hc l)
   unfold axialIntegral
   rw [← intervalIntegral.integral_const_mul, ← intervalIntegral.integral_const_mul,
     ← intervalIntegral.integral_add ((hc (l + 2)).intervalIntegrable _ _)
-      ((continuous_const.mul (hc l)).intervalIntegrable _ _)]
+      (hd.intervalIntegrable _ _)]
   refine intervalIntegral.integral_congr fun t _ => ?_
-  beta_reduce
   have h := congrArg (eval t) (legendreR_recurrence l)
   simp only [eval_mul, eval_add, eval_pow, eval_X, eval_natCast, eval_ofNat, eval_one] at h
```

The error comes at the merging step, where `rw` uses `intervalIntegral.integral_add` backwards. That lemma takes its integrands from the integrability proofs it is given. The second proof was built on `continuous_const.mul (hc l)`, from which Lean inferred a product of two functions, `(fun x => ?m.170) * fun t => ...`, applied to `x`, with the constant still unknown. The goal has instead a product of numbers under the integral, `4 * (↑l + 1) ^ 2 * (...)`. The two agree in meaning, but `rw` did not match the one form with the other, and so found no occurrence of its pattern.

The new `hd` proves the same continuity by the same term, but its stated type writes the function out as it stands in the goal, constant included. The integrability proof taken from `hd` therefore gives `rw` a pattern that matches.

Dropping `beta_reduce` plays no part in curing this error: the proof had failed before that line, and the repaired proof compiles without it.
